# Van Vleck's formula for the effective moment of a ²Π term, from a four-state model

The molecule in this model does not rotate. Its axis is fixed along $z$, the field is applied in turn along this axis and along two directions at right angles to it and to each other, and the three responses are added. This replaces the average over orientations in a gas and leaves out the quantised rotational levels.

In Lean 4 with Mathlib:

```lean
import Mathlib

open Real Filter Topology

namespace DoubletPiMoment

noncomputable section
```

All energies are in units of $kT$. Let $x$ be the spin-orbit splitting, and let $(u,v,w)$ be the field times the Bohr magneton $\mu_B$ over $kT$. The axial orbital momentum is $\Lambda=\pm1$, and $\sigma_x,\sigma_y,\sigma_z$ are the Pauli matrices of the spin. Each $\Lambda$ has its own spin Hamiltonian,

$$H_\Lambda=\tfrac{x}{2}(1+\Lambda\sigma_z)+w(\Lambda+\sigma_z)+u\,\sigma_x+v\,\sigma_y .$$

The spin $g$-factor is 2. The perpendicular orbital moment changes $\Lambda$ by one unit, so it has no matrix elements within the term, and the two blocks stay separate. Without a field, each block has one state at energy $0$ and one at $x$. For $x>0$ the lower doublet has $\Lambda$ and spin antiparallel, and its axial moment cancels.

```lean
/-- Spin Hamiltonian of a ²Π term for axial orbital momentum `Λ = ±1`, in units of `kT`, with the
molecular axis along z. The spin-orbit splitting is `x`, and `u`, `v`, `w` are the x, y, z
components of the field times the Bohr magneton over `kT`. -/
def hamiltonian (x Λ u v w : ℝ) : Matrix (Fin 2) (Fin 2) ℂ :=
  !![((x * (1 + Λ) / 2 + w * (Λ + 1) : ℝ) : ℂ), (u : ℂ) - v * Complex.I;
     (u : ℂ) + v * Complex.I, ((x * (1 - Λ) / 2 + w * (Λ - 1) : ℝ) : ℂ)]
```

The energies are defined as the roots of the characteristic polynomial, counted with multiplicity. The matrix is Hermitian, so taking the real part `E.re` only changes the type from complex to real.

```lean
/-- Sum of `exp (-E)` over the energies `E` of a two-level Hamiltonian, taken as the roots of its
characteristic polynomial with multiplicity. -/
def boltzmannSum (H : Matrix (Fin 2) (Fin 2) ℂ) : ℝ :=
  (H.charpoly.roots.map fun E => exp (-E.re)).sum
```

The partition function $Z$ adds the two blocks.

```lean
/-- Partition function of the four states of the ²Π term in the field `(u, v, w)`. -/
def partition (x u v w : ℝ) : ℝ :=
  boltzmannSum (hamiltonian x 1 u v w) + boltzmannSum (hamiltonian x (-1) u v w)
```

The squared effective moment $\mu^2$, in units of $\mu_B^2$, is the sum of the second derivatives of $\ln Z$ at zero field. In Gaussian units, $N$ molecules per volume then have the susceptibility $\chi=N\mu_B^2\mu^2/(3kT)$. This is the step from a spin Hamiltonian, fitted or computed, to a measurable susceptibility, carried out here for a single four-state term with a frozen axis. Λ-doubling, diamagnetism and other electronic terms are left out.

```lean
/-- Squared effective moment in Bohr magnetons squared: the second field derivatives of `ln Z` at
zero field, summed over the three directions. -/
def momentSq (x : ℝ) : ℝ :=
  deriv (deriv fun b => log (partition x b 0 0)) 0 +
  deriv (deriv fun b => log (partition x 0 b 0)) 0 +
  deriv (deriv fun b => log (partition x 0 0 b)) 0
```

## (a) Boltzmann sum from trace and determinant

**Task.** Let the real numbers $a,b$ have the trace of $H_\Lambda$ as their sum and its determinant as their product. Show that the Boltzmann sum of the block is

$$e^{-a}+e^{-b}.$$

**Solution.** The trace is $x+2\Lambda w$. The off-diagonal entries multiply to $(u-iv)(u+iv)=u^2+v^2$, which is subtracted from the product of the diagonal entries to give the determinant. The characteristic polynomial is therefore

$$E^2-(a+b)E+ab=(E-a)(E-b),$$

with roots $a$ and $b$, counted twice if they coincide.

In the code, `ht'` and `hd'` are the trace and the determinant, `h` is the factorisation, and `hr` reads off the roots.

```lean
/-- If the real numbers `a` and `b` have the trace of the spin Hamiltonian as their sum and its
determinant as their product, its Boltzmann sum is `exp (-a) + exp (-b)`. -/
theorem boltzmannSum_hamiltonian {x Λ u v w a b : ℝ} (ht : x + 2 * Λ * w = a + b)
    (hd : (x * (1 + Λ) / 2 + w * (Λ + 1)) * (x * (1 - Λ) / 2 + w * (Λ - 1))
      - (u ^ 2 + v ^ 2) = a * b) :
    boltzmannSum (hamiltonian x Λ u v w) = exp (-a) + exp (-b) := by
  have ht' : (hamiltonian x Λ u v w).trace = (a : ℂ) + b := by
    rw [← Complex.ofReal_add, ← ht, hamiltonian, Matrix.trace_fin_two_of]
    push_cast
    ring
  have hd' : (hamiltonian x Λ u v w).det = (a : ℂ) * b := by
    rw [← Complex.ofReal_mul, ← hd, hamiltonian, Matrix.det_fin_two_of]
    push_cast
    linear_combination (v : ℂ) ^ 2 * Complex.I_sq
  -- the characteristic polynomial splits into the two levels
  have h : (hamiltonian x Λ u v w).charpoly =
      (Polynomial.X - Polynomial.C (a : ℂ)) * (Polynomial.X - Polynomial.C (b : ℂ)) := by
    rw [Matrix.charpoly_fin_two, ht', hd', Polynomial.C_add, Polynomial.C_mul]
    ring
  have hr : (hamiltonian x Λ u v w).charpoly.roots = {(a : ℂ)} + {(b : ℂ)} := by
    rw [h, Polynomial.roots_mul (mul_ne_zero (Polynomial.X_sub_C_ne_zero _)
      (Polynomial.X_sub_C_ne_zero _)), Polynomial.roots_X_sub_C, Polynomial.roots_X_sub_C]
  simp [boltzmannSum, hr]
```

## (b) Field along the axis

**Task.** From here on, $b$ is a field strength in the reduced units above. Show that for $(u,v,w)=(0,0,b)$

$$Z=2+2e^{-x}\cosh 2b .$$

**Solution.** The matrices are diagonal. The levels are $x+2b$ and $0$ for $\Lambda=1$, and $0$ and $x-2b$ for $\Lambda=-1$. Hence

$$Z=2+e^{-x}\left(e^{-2b}+e^{2b}\right),$$

which is the claim. The code obtains `h1` and `h2` from part (a), one for each block.

```lean
/-- Partition function in a field along the molecular axis. -/
theorem partition_axial (x b : ℝ) :
    partition x 0 0 b = 2 + 2 * exp (-x) * cosh (2 * b) := by
  have h1 : boltzmannSum (hamiltonian x 1 0 0 b) = exp (-(x + 2 * b)) + exp (-0) :=
    boltzmannSum_hamiltonian (by ring) (by ring)
  have h2 : boltzmannSum (hamiltonian x (-1) 0 0 b) = exp (-0) + exp (-(x - 2 * b)) :=
    boltzmannSum_hamiltonian (by ring) (by ring)
  rw [partition, h1, h2, Real.cosh_eq, show -(x + 2 * b) = -x + -(2 * b) by ring,
    show -(x - 2 * b) = -x + 2 * b by ring, Real.exp_add, Real.exp_add, neg_zero, Real.exp_zero]
  ring
```

## (c) Field perpendicular to the axis

**Task.** Show that for $(u,v,0)$

$$Z=4e^{-x/2}\cosh\sqrt{x^2/4+u^2+v^2}.$$

**Solution.** In both blocks the diagonal entries are $x$ and $0$ in some order, so the trace is $x$ and the determinant is $-(u^2+v^2)$. With $s=\sqrt{x^2/4+u^2+v^2}$ the levels are $x/2\pm s$, since their sum is $x$ and their product is $x^2/4-s^2$. Two equal blocks give

$$Z=2e^{-x/2}\left(e^{-s}+e^{s}\right)=4e^{-x/2}\cosh s .$$

The proof needs only $s^2$, which is the statement `hs`.

```lean
/-- Partition function in a field perpendicular to the molecular axis. -/
theorem partition_perp (x u v : ℝ) :
    partition x u v 0 = 4 * exp (-x / 2) * cosh (√(x ^ 2 / 4 + u ^ 2 + v ^ 2)) := by
  have hs : √(x ^ 2 / 4 + u ^ 2 + v ^ 2) ^ 2 = x ^ 2 / 4 + u ^ 2 + v ^ 2 :=
    Real.sq_sqrt (by positivity)
  generalize √(x ^ 2 / 4 + u ^ 2 + v ^ 2) = s at hs ⊢
  have h1 : boltzmannSum (hamiltonian x 1 u v 0) = exp (-(x / 2 + s)) + exp (-(x / 2 - s)) :=
    boltzmannSum_hamiltonian (by ring) (by linear_combination hs)
  have h2 : boltzmannSum (hamiltonian x (-1) u v 0) = exp (-(x / 2 + s)) + exp (-(x / 2 - s)) :=
    boltzmannSum_hamiltonian (by ring) (by linear_combination hs)
  rw [partition, h1, h2, Real.cosh_eq, show -(x / 2 + s) = -x / 2 + -s by ring,
    show -(x / 2 - s) = -x / 2 + s by ring, Real.exp_add, Real.exp_add]
  ring
```

## (d) Response along the axis

**Task.** Show that for every real $x$

$$\left.\frac{d^2\ln Z}{db^2}\right|_{b=0}=\frac{4e^{-x}}{1+e^{-x}} .$$

**Solution.** By part (b),

$$\frac{d\ln Z}{db}=\frac{4e^{-x}\sinh 2b}{2+2e^{-x}\cosh 2b}.$$

At $b=0$ the numerator vanishes, so only its own derivative, $8e^{-x}$, contributes. Dividing by $2+2e^{-x}$ gives the result. It is the squared axial moment $2^2$ of the doublet at $x$ times the population of that doublet.

The code proves the first derivative at every $b$ (`hd`) and then applies the quotient rule at $0$.

```lean
/-- Second derivative of `ln Z` at zero field for a field along the molecular axis. -/
theorem axial_response (x : ℝ) :
    HasDerivAt (deriv fun b => log (partition x 0 0 b)) (4 * exp (-x) / (1 + exp (-x))) 0 := by
  have hpos (b : ℝ) : 0 < 2 + 2 * exp (-x) * cosh (2 * b) := by
    have := Real.cosh_pos (2 * b)
    positivity
  have h2 (b : ℝ) : HasDerivAt (fun b : ℝ => 2 * b) 2 b := by
    simpa using (hasDerivAt_id' b).const_mul (2 : ℝ)
  have hden (b : ℝ) := ((h2 b).cosh.const_mul (2 * exp (-x))).const_add 2
  have hd : (deriv fun b => log (partition x 0 0 b)) =
      fun b => 4 * exp (-x) * sinh (2 * b) / (2 + 2 * exp (-x) * cosh (2 * b)) := by
    funext b
    simp only [partition_axial]
    rw [((hden b).log (hpos b).ne').deriv]
    ring
  rw [hd]
  refine (((h2 0).sinh.const_mul (4 * exp (-x))).fun_div (hden 0) (hpos 0).ne').congr_deriv ?_
  simp only [mul_zero, Real.cosh_zero, Real.sinh_zero]
  rw [div_eq_div_iff (by positivity) (by positivity)]
  ring
```

## (e) Response in any perpendicular direction

**Task.** Let the field be $b\,(c,s,0)$ with $c^2+s^2=1$, where $s$ is now a direction component, and let $x>0$. Show that

$$\left.\frac{d^2\ln Z}{db^2}\right|_{b=0}=\frac{\tanh(x/2)}{x/2}.$$

**Solution.** Write $r(b)=\sqrt{x^2/4+b^2}$. By part (c), $\ln Z$ is a constant plus $\ln\cosh r$, and $r'=b/r$. Therefore

$$\frac{d\ln Z}{db}=b\,g(b),\qquad g(b)=\frac{\sinh r}{r\cosh r}.$$

Since $r(0)=x/2>0$, $g$ is differentiable at $0$. The product rule gives $g(0)+0\cdot g'(0)=g(0)$, which is the claim. Physically, the field mixes the two doublets, and the response comes from the resulting second-order energy shifts.

The code follows the same route: `hd` is the factorised first derivative and `hg` the differentiability of $g$. The condition on the direction is needed: $(c,s)=(2,0)$ doubles the field and makes the response four times as large.

```lean
/-- Second derivative of `ln Z` at zero field for a field along any unit vector `(c, s, 0)`
perpendicular to the molecular axis, for splitting `x > 0`. -/
theorem perp_response {x c s : ℝ} (hx : 0 < x) (h : c ^ 2 + s ^ 2 = 1) :
    HasDerivAt (deriv fun b => log (partition x (b * c) (b * s) 0))
      (tanh (x / 2) / (x / 2)) 0 := by
  have hr (b : ℝ) : 0 < x ^ 2 / 4 + b ^ 2 := by positivity
  have hs (b : ℝ) : HasDerivAt (fun b => √(x ^ 2 / 4 + b ^ 2)) (b / √(x ^ 2 / 4 + b ^ 2)) b := by
    have hsq : HasDerivAt (fun b : ℝ => b ^ 2) (2 * b) b := by simpa using hasDerivAt_pow 2 b
    exact ((hsq.const_add (x ^ 2 / 4)).sqrt (hr b).ne').congr_deriv
      (mul_div_mul_left _ _ two_ne_zero)
  have hz (b : ℝ) : partition x (b * c) (b * s) 0 =
      4 * exp (-x / 2) * cosh (√(x ^ 2 / 4 + b ^ 2)) := by
    rw [partition_perp, show x ^ 2 / 4 + (b * c) ^ 2 + (b * s) ^ 2 = x ^ 2 / 4 + b ^ 2 by
      linear_combination b ^ 2 * h]
  -- the first derivative is the field times a smooth function
  have hd : (deriv fun b => log (partition x (b * c) (b * s) 0)) = fun b =>
      b * (sinh (√(x ^ 2 / 4 + b ^ 2)) /
        (√(x ^ 2 / 4 + b ^ 2) * cosh (√(x ^ 2 / 4 + b ^ 2)))) := by
    funext b
    simp only [hz]
    have hE : 4 * exp (-x / 2) ≠ 0 := by positivity
    rw [(((hs b).cosh.const_mul (4 * exp (-x / 2))).log
      (mul_ne_zero hE (Real.cosh_pos _).ne')).deriv, mul_div_mul_left _ _ hE]
    ring
  have hg := ((hs 0).sinh.fun_div ((hs 0).fun_mul (hs 0).cosh)
    (mul_pos (Real.sqrt_pos.2 (hr 0)) (Real.cosh_pos _)).ne').differentiableAt
  rw [hd]
  refine ((hasDerivAt_id' (0 : ℝ)).fun_mul hg.hasDerivAt).congr_deriv ?_
  have h0 : √(x ^ 2 / 4 + (0 : ℝ) ^ 2) = x / 2 := by
    rw [show x ^ 2 / 4 + (0 : ℝ) ^ 2 = (x / 2) ^ 2 by ring, Real.sqrt_sq (by positivity)]
  simp only [one_mul, zero_mul, add_zero]
  rw [h0, Real.tanh_eq_sinh_div_cosh]
  ring
```

## (f) The squared effective moment

**Task.** Show that for $x>0$

$$\mu^2=\frac{4\left(1-e^{-x}+xe^{-x}\right)}{x\left(1+e^{-x}\right)} .$$

**Solution.** Multiplying numerator and denominator of $\sinh(x/2)/\cosh(x/2)$ by $e^{-x/2}$ gives $\tanh(x/2)=(1-e^{-x})/(1+e^{-x})$. The two perpendicular directions and the axial one add up to

$$\mu^2=\frac{4(1-e^{-x})}{x(1+e^{-x})}+\frac{4e^{-x}}{1+e^{-x}},$$

and a common denominator gives the target.

The code uses part (e) for the directions $(1,0)$ and $(0,1)$, and `ht` is the identity for $\tanh$. The formula is known from nitric oxide, but no property of NO beyond the ²Π level scheme enters: $x$ is a free positive parameter.

```lean
/-- Van Vleck's formula for the squared effective moment of a ²Π term with splitting `x > 0`
in units of `kT`. -/
theorem van_vleck_moment {x : ℝ} (hx : 0 < x) :
    momentSq x = 4 * (1 - exp (-x) + x * exp (-x)) / (x * (1 + exp (-x))) := by
  have h1 := perp_response (c := 1) (s := 0) hx (by norm_num)
  have h2 := perp_response (c := 0) (s := 1) hx (by norm_num)
  simp only [mul_one, mul_zero] at h1 h2
  have ht : tanh (x / 2) = (1 - exp (-x)) / (1 + exp (-x)) := by
    have hpq : exp (x / 2) * exp (-(x / 2)) = 1 := by
      rw [← Real.exp_add, add_neg_cancel, Real.exp_zero]
    have he : exp (-x) = exp (-(x / 2)) ^ 2 := by
      rw [sq, ← Real.exp_add]
      congr 1
      ring
    rw [Real.tanh_eq_sinh_div_cosh, div_eq_div_iff (Real.cosh_pos _).ne' (by positivity),
      Real.sinh_eq, Real.cosh_eq, he]
    linear_combination exp (-(x / 2)) * hpq
  have hp : 1 + exp (-x) ≠ 0 := by positivity
  rw [momentSq, h1.deriv, h2.deriv, (axial_response x).deriv, ht]
  field_simp
  ring
```

## (g) Bounds on the moment

**Task.** Show that for $x>0$

$$0<\mu^2<4 .$$

**Solution.** Since $e^{-x}<1$, the numerator in part (f) is positive, and so is the denominator. The upper bound says

$$1-e^{-x}+xe^{-x}<x+xe^{-x},$$

that is, $1-x<e^{-x}$, which holds for every $x\neq0$. In the code these two exponential inequalities are `h1` and `h2`.

The upper bound fails for an inverted term, whose magnetic doublet lies lowest. The perpendicular response is even in $x$, so the formula can be continued to negative $x$, and at $x=-1$ it gives $\mu^2=4(2e-1)/(e+1)\approx4.77$.

```lean
/-- For splitting `x > 0` the squared effective moment lies strictly between 0 and 4. -/
theorem momentSq_bounds {x : ℝ} (hx : 0 < x) : 0 < momentSq x ∧ momentSq x < 4 := by
  have he := Real.exp_pos (-x)
  have h1 : exp (-x) < 1 := Real.exp_lt_one_iff.2 (by linarith)
  have h2 := Real.add_one_lt_exp (neg_ne_zero.2 hx.ne')
  rw [van_vleck_moment hx]
  constructor
  · exact div_pos (by nlinarith [mul_pos hx he]) (by positivity)
  · rw [div_lt_iff₀ (by positivity)]
    nlinarith
```

## (h) Splitting small against $kT$

**Task.** Show that

$$\lim_{x\to0^+}\mu^2=4 .$$

**Solution.** Part (g) bounds $\mu^2$ above by $4$. From below,

$$\frac{8e^{-x}}{1+e^{-x}}\le\mu^2,$$

because clearing denominators reduces this to $(1+x)e^{-x}\le1$, which follows from $1+x\le e^x$. The lower bound is continuous and equals $4$ at $x=0$, so $\mu^2$ is squeezed. The limit is the sum of the free-spin value $4\cdot\tfrac12\cdot\tfrac32=3$ and the axial orbital value $\Lambda^2=1$.

The reduced inequality is `key` in the code.

```lean
/-- The squared effective moment tends to 4 as the splitting, taken positive, becomes small against
`kT`. -/
theorem momentSq_tendsto_four : Tendsto momentSq (𝓝[>] 0) (𝓝 4) := by
  have hc : Continuous fun x : ℝ => 8 * exp (-x) / (1 + exp (-x)) :=
    Continuous.div (by fun_prop) (by fun_prop) (fun x => by positivity)
  have hl : Tendsto (fun x : ℝ => 8 * exp (-x) / (1 + exp (-x))) (𝓝[>] 0)
      (𝓝 (8 * exp (-0) / (1 + exp (-0)))) := (hc.tendsto 0).mono_left nhdsWithin_le_nhds
  rw [show 8 * exp (-0) / (1 + exp (-0)) = 4 by rw [neg_zero, Real.exp_zero]; norm_num] at hl
  refine tendsto_of_tendsto_of_tendsto_of_le_of_le' hl tendsto_const_nhds ?_ ?_
  · filter_upwards [self_mem_nhdsWithin] with x hx
    have hx : 0 < x := hx
    have he := Real.exp_pos (-x)
    have key : exp (-x) * (1 + x) ≤ 1 := by
      calc exp (-x) * (1 + x) ≤ exp (-x) * exp x :=
            mul_le_mul_of_nonneg_left (by linarith [Real.add_one_le_exp x]) he.le
        _ = 1 := by rw [← Real.exp_add, neg_add_cancel, Real.exp_zero]
    rw [van_vleck_moment hx, div_le_div_iff₀ (by positivity) (by positivity)]
    nlinarith [mul_nonneg (sub_nonneg.2 key) (by positivity : 0 ≤ 1 + exp (-x))]
  · filter_upwards [self_mem_nhdsWithin] with x hx
    exact (momentSq_bounds hx).2.le
```

## (i) Splitting large against $kT$

**Task.** Show that

$$\lim_{x\to\infty}\mu^2=0 .$$

**Solution.** The moment is positive, and

$$\mu^2\le4\left(\frac1x+e^{-x}\right),$$

because after clearing denominators this reads

$$1-e^{-x}+xe^{-x}\le(1+xe^{-x})(1+e^{-x}),$$

where the right side exceeds the left by $2e^{-x}+xe^{-2x}$. The upper bound tends to $0$. In the code, `hu` is the limit of the upper bound and `hm` clears its denominator.

A vanishing moment does not mean a vanishing susceptibility: for large $x$ the formula behaves as $4/x$, so in this model $\chi\propto\mu^2/T$ approaches a constant at low temperature.

```lean
/-- The squared effective moment tends to 0 as the splitting, taken positive, becomes large against
`kT`. -/
theorem momentSq_tendsto_zero : Tendsto momentSq atTop (𝓝 0) := by
  have hu : Tendsto (fun x : ℝ => 4 * (x⁻¹ + exp (-x))) atTop (𝓝 (4 * (0 + 0))) :=
    (tendsto_inv_atTop_zero.add Real.tendsto_exp_neg_atTop_nhds_zero).const_mul 4
  rw [add_zero, mul_zero] at hu
  refine tendsto_of_tendsto_of_tendsto_of_le_of_le' tendsto_const_nhds hu ?_ ?_
  · filter_upwards [eventually_gt_atTop 0] with x hx
    exact (momentSq_bounds hx).1.le
  · filter_upwards [eventually_gt_atTop 0] with x hx
    have he := Real.exp_pos (-x)
    have hxi : x⁻¹ * x = 1 := inv_mul_cancel₀ hx.ne'
    have hm : 4 * (x⁻¹ + exp (-x)) * (x * (1 + exp (-x))) =
        4 * (1 + x * exp (-x)) * (1 + exp (-x)) := by
      linear_combination 4 * (1 + exp (-x)) * hxi
    rw [van_vleck_moment hx, div_le_iff₀ (by positivity), hm]
    nlinarith [mul_pos hx he, mul_pos (mul_pos hx he) he]

end

end DoubletPiMoment
```

```lean
#print axioms DoubletPiMoment.van_vleck_moment
-- 'DoubletPiMoment.van_vleck_moment' depends on axioms: [propext, Classical.choice, Quot.sound]
#print axioms DoubletPiMoment.momentSq_tendsto_four
-- 'DoubletPiMoment.momentSq_tendsto_four' depends on axioms: [propext, Classical.choice, Quot.sound]
#print axioms DoubletPiMoment.momentSq_tendsto_zero
-- 'DoubletPiMoment.momentSq_tendsto_zero' depends on axioms: [propext, Classical.choice, Quot.sound]
```
